# The Tien–Gordon current equals the classical average for current-voltage curves of degree at most three

A tunnel junction with polynomial dc characteristic \(J\) is biased by \(V+A\cos\theta\), where \(\theta=\omega t\) is the phase of the ac drive; write \(w=\hbar\omega/e\) for the photon energy as a voltage, \(a=A/w\) for the drive strength, and \(p_n=\frac1{2\pi}\int_0^{2\pi}e^{-in\theta}e^{-ia\sin\theta}\,d\theta\) for the sideband amplitudes. The Tien–Gordon formula gives the dc current as \(\sum_n|p_n|^2J(V+nw)\), and for \(J\) of degree at most three this sum equals the average of \(J(V+A\cos\theta)\) over one period.

```lean
import Mathlib

open MeasureTheory Set
open Complex (I exp)
open Real (sin cos)
open Polynomial (derivative)
open scoped Real

namespace TienGordonRectification

noncomputable section

/-- The `n`-th Fourier coefficient of `f` over the period from `0` to `2π`. -/
def mode (f : ℝ → ℂ) (n : ℤ) : ℂ :=
  ((2 * π : ℝ) : ℂ)⁻¹ * ∫ θ in (0 : ℝ)..2 * π, exp (-(I * n * θ)) * f θ

/-- The phase factor `exp(-i a sin θ)` that an ac bias imprints on an electron. -/
def drivePhase (a θ : ℝ) : ℂ := exp (-(I * (a * (sin θ : ℂ))))

/-- The amplitude `p_n` for exchanging `n` photons with the ac bias. -/
def sideband (a : ℝ) (n : ℤ) : ℂ := mode (drivePhase a) n

/-- The classical dc current: the average of `J(V + A cos θ)` over one period. -/
def classicalCurrent (J : Polynomial ℝ) (V A : ℝ) : ℝ :=
  (2 * π)⁻¹ * ∫ θ in (0 : ℝ)..2 * π, J.eval (V + A * cos θ)

/-- If `g = -i f'` and `h = -i g'`, if `h` is continuous, and if each of `f` and `g` takes the same
value at `2π` as at `0`, then `αf + βg + γh` has the Fourier coefficients of `f` times
`α + βn + γn²`. -/
theorem mode_ladder {f g h : ℝ → ℂ} (hf : ∀ θ, HasDerivAt f (I * g θ) θ)
    (hg : ∀ θ, HasDerivAt g (I * h θ) θ) (hh : Continuous h)
    (pf : f (2 * π) = f 0) (pg : g (2 * π) = g 0) (α β γ : ℂ) (n : ℤ) :
    mode (fun θ => α * f θ + β * g θ + γ * h θ) n
      = (α + β * n + γ * n ^ 2) * mode f n := by
  have cf : Continuous f := continuous_iff_continuousAt.2 fun θ => (hf θ).continuousAt
  have cg : Continuous g := continuous_iff_continuousAt.2 fun θ => (hg θ).continuousAt
  have hd : ∀ θ : ℝ, HasDerivAt
      (fun t : ℝ => exp (-(I * n * t)) * ((β + γ * n) * f t + γ * g t))
      (I * (exp (-(I * n * θ)) * (α * f θ + β * g θ + γ * h θ))
        - I * (α + β * n + γ * n ^ 2) * (exp (-(I * n * θ)) * f θ)) θ := fun θ =>
    ((((hasDerivAt_id' θ).ofReal_comp.const_mul (I * n)).fun_neg.cexp).fun_mul
      (((hf θ).const_mul (β + γ * n)).fun_add ((hg θ).const_mul γ))).congr_deriv
      (by simp only [Complex.ofReal_one]; ring)
  have h1 : IntervalIntegrable (fun θ : ℝ =>
      I * (exp (-(I * n * θ)) * (α * f θ + β * g θ + γ * h θ))) volume 0 (2 * π) :=
    Continuous.intervalIntegrable (by fun_prop) _ _
  have h2 : IntervalIntegrable (fun θ : ℝ =>
      I * (α + β * n + γ * n ^ 2) * (exp (-(I * n * θ)) * f θ)) volume 0 (2 * π) :=
    Continuous.intervalIntegrable (by fun_prop) _ _
  have hexp : exp (-(I * n * ((2 * π : ℝ) : ℂ))) = 1 := by
    rw [← Complex.exp_int_mul_two_pi_mul_I (-n)]
    congr 1
    push_cast
    ring
  -- the boundary terms of the integration by parts cancel
  have key := intervalIntegral.integral_eq_sub_of_hasDerivAt (fun θ _ => hd θ) (h1.sub h2)
  rw [intervalIntegral.integral_sub h1 h2, intervalIntegral.integral_const_mul,
    intervalIntegral.integral_const_mul] at key
  simp only [hexp, pf, pg, Complex.ofReal_zero, mul_zero, neg_zero, Complex.exp_zero,
    sub_self] at key
  have hAB : (∫ θ in (0 : ℝ)..2 * π, exp (-(I * n * θ)) * (α * f θ + β * g θ + γ * h θ))
      = (α + β * n + γ * n ^ 2) * ∫ θ in (0 : ℝ)..2 * π, exp (-(I * n * θ)) * f θ :=
    mul_left_cancel₀ Complex.I_ne_zero (by linear_combination key)
  simp only [mode]
  rw [hAB]
  ring

/-- Parseval's identity: for continuous `f` the squared moduli of the Fourier coefficients
sum to the period average of `|f|²`. -/
theorem parseval (f : ℝ → ℂ) (hf : Continuous f) :
    HasSum (fun n : ℤ => ‖mode f n‖ ^ 2)
      ((2 * π)⁻¹ * ∫ θ in (0 : ℝ)..2 * π, ‖f θ‖ ^ 2) := by
  obtain ⟨B, hB⟩ := (isCompact_Icc (a := (0 : ℝ)) (b := 2 * π)).exists_bound_of_continuousOn
    hf.continuousOn
  have hL2 : MemLp f 2 (volume.restrict (Ioc 0 (2 * π))) :=
    MemLp.of_bound hf.aestronglyMeasurable B ((ae_restrict_iff' measurableSet_Ioc).2
      (.of_forall fun x hx => hB x (Ioc_subset_Icc_self hx)))
  have hm : ∀ n : ℤ, fourierCoeffOn Real.two_pi_pos f n = mode f n := by
    intro n
    rw [fourierCoeffOn_eq_integral, mode, Complex.real_smul]
    congr 1
    · simp
    · apply intervalIntegral.integral_congr
      intro x _
      have hx : 2 * π * I * ((-n : ℤ) : ℂ) * x / ((2 * π - 0 : ℝ) : ℂ) = -(I * n * x) := by
        push_cast
        rw [div_eq_iff (by simp [Real.pi_ne_zero])]
        ring
      change fourier (-n) (x : AddCircle (2 * π - 0)) • f x = _
      rw [fourier_coe_apply, smul_eq_mul, hx]
  simpa only [hm, sub_zero, smul_eq_mul] using hasSum_sq_fourierCoeffOn Real.two_pi_pos hL2

/-- The period average of a quartic polynomial in `cos θ`. -/
theorem cos_average (k₀ k₁ k₂ k₃ k₄ : ℝ) :
    (2 * π)⁻¹ * ∫ θ in (0 : ℝ)..2 * π, (k₀ + k₁ * cos θ + k₂ * cos θ ^ 2
      + k₃ * cos θ ^ 3 + k₄ * cos θ ^ 4) = k₀ + k₂ / 2 + 3 * k₄ / 8 := by
  have hF : ∀ θ : ℝ, HasDerivAt (fun t : ℝ => (k₀ + k₂ / 2 + 3 * k₄ / 8) * t
      + (k₁ + k₃) * sin t + (k₂ / 2 + 3 * k₄ / 8) * (sin t * cos t)
      + (-k₃ / 3) * (sin t * (sin t * sin t))
      + k₄ / 4 * (sin t * (cos t * (cos t * cos t))))
      (k₀ + k₁ * cos θ + k₂ * cos θ ^ 2 + k₃ * cos θ ^ 3 + k₄ * cos θ ^ 4) θ := by
    intro θ
    have hs := Real.hasDerivAt_sin θ
    have hc := Real.hasDerivAt_cos θ
    refine ((((((hasDerivAt_id' θ).const_mul _).fun_add (hs.const_mul _)).fun_add
      ((hs.fun_mul hc).const_mul _)).fun_add
      ((hs.fun_mul (hs.fun_mul hs)).const_mul _)).fun_add
      ((hs.fun_mul (hc.fun_mul (hc.fun_mul hc))).const_mul _)).congr_deriv ?_
    linear_combination (-(k₂ / 2 + 3 * k₄ / 8) - k₃ * cos θ
      - 3 / 4 * k₄ * cos θ ^ 2) * Real.sin_sq_add_cos_sq θ
  rw [intervalIntegral.integral_eq_sub_of_hasDerivAt (fun θ _ => hF θ)
    (Continuous.intervalIntegrable (by fun_prop) _ _)]
  simp only [Real.sin_two_pi, Real.cos_two_pi, Real.sin_zero, Real.cos_zero]
  rw [inv_mul_eq_iff_eq_mul₀ (by positivity)]
  ring

/-- The photon-number average of the square of a quadratic polynomial `α + βn + γn²`. -/
theorem sideband_square_sum (a α β γ : ℝ) :
    HasSum (fun n : ℤ => (α + β * n + γ * n ^ 2) ^ 2 * ‖sideband a n‖ ^ 2)
      (α ^ 2 + (β ^ 2 + 2 * α * γ) * a ^ 2 / 2
        + γ ^ 2 * (3 * a ^ 4 / 8 + a ^ 2 / 2)) := by
  let g : ℝ → ℂ := fun θ => -(a * (cos θ : ℂ)) * drivePhase a θ
  let h : ℝ → ℂ := fun θ =>
    (a ^ 2 * (cos θ : ℂ) ^ 2 - I * a * (sin θ : ℂ)) * drivePhase a θ
  have df : ∀ θ, HasDerivAt (drivePhase a) (I * g θ) θ := fun θ =>
    ((((Real.hasDerivAt_sin θ).ofReal_comp.const_mul (a : ℂ)).const_mul I).fun_neg.cexp).congr_deriv
      (by simp only [g, drivePhase]; ring)
  have dg : ∀ θ, HasDerivAt g (I * h θ) θ := fun θ =>
    ((((Real.hasDerivAt_cos θ).ofReal_comp.const_mul (a : ℂ)).fun_neg).fun_mul (df θ)).congr_deriv
      (by
        simp only [g, h, Complex.ofReal_neg]
        linear_combination (a * (sin θ : ℂ) * drivePhase a θ) * Complex.I_sq)
  have cf : Continuous (drivePhase a) :=
    continuous_iff_continuousAt.2 fun θ => (df θ).continuousAt
  have cg : Continuous g := continuous_iff_continuousAt.2 fun θ => (dg θ).continuousAt
  have ch : Continuous h := by fun_prop
  have pf : drivePhase a (2 * π) = drivePhase a 0 := by
    simp only [drivePhase, Real.sin_two_pi, Real.sin_zero]
  have pg : g (2 * π) = g 0 := by simp only [g, pf, Real.cos_two_pi, Real.cos_zero]
  have hP := parseval (fun θ => α * drivePhase a θ + β * g θ + γ * h θ) (by fun_prop)
  -- the squared modulus is a polynomial in the cosine
  have hn : ∀ θ, ‖α * drivePhase a θ + β * g θ + γ * h θ‖ ^ 2
      = (α ^ 2 + γ ^ 2 * a ^ 2) + (-2 * α * β * a) * cos θ
        + ((β ^ 2 + 2 * α * γ) * a ^ 2 - γ ^ 2 * a ^ 2) * cos θ ^ 2
        + (-2 * β * γ * a ^ 3) * cos θ ^ 3 + (γ ^ 2 * a ^ 4) * cos θ ^ 4 := by
    intro θ
    have h1 : ‖drivePhase a θ‖ = 1 := by
      have : -(I * (a * (sin θ : ℂ))) = ((-(a * sin θ) : ℝ) : ℂ) * I := by
        push_cast
        ring
      rw [drivePhase, this, Complex.norm_exp_ofReal_mul_I]
    have h2 : α * drivePhase a θ + β * g θ + γ * h θ
        = (((α - β * a * cos θ + γ * a ^ 2 * cos θ ^ 2 : ℝ) : ℂ)
          + ((-(γ * a * sin θ) : ℝ) : ℂ) * I) * drivePhase a θ := by
      simp only [g, h]
      push_cast
      ring
    rw [h2, norm_mul, h1, mul_one, Complex.sq_norm, Complex.normSq_add_mul_I]
    linear_combination γ ^ 2 * a ^ 2 * Real.sin_sq_add_cos_sq θ
  simp only [hn] at hP
  rw [cos_average] at hP
  convert hP using 1
  · funext n
    have hq : (α + β * n + γ * n ^ 2 : ℂ) = ((α + β * n + γ * n ^ 2 : ℝ) : ℂ) := by simp
    rw [mode_ladder df dg ch pf pg, hq, norm_mul, mul_pow, Complex.norm_real,
      Real.norm_eq_abs, sq_abs, sideband]
  · ring

/-- A characteristic of degree at most four, expanded about the dc bias `V`. -/
theorem bias_expansion (J : Polynomial ℝ) (hJ : J.natDegree ≤ 4) (V : ℝ) :
    ∃ d₁ d₃ : ℝ, ∀ y, J.eval (V + y) = J.eval V + d₁ * y
      + (derivative (derivative J)).eval V / 2 * y ^ 2 + d₃ * y ^ 3 + J.coeff 4 * y ^ 4 := by
  have h1 := Polynomial.natDegree_derivative_le J
  have h2 := Polynomial.natDegree_derivative_le (derivative J)
  have h5 : J.natDegree < 5 := by omega
  have h3 : (derivative (derivative J)).natDegree < 3 := by omega
  refine ⟨J.coeff 1 + 2 * J.coeff 2 * V + 3 * J.coeff 3 * V ^ 2 + 4 * J.coeff 4 * V ^ 3,
    J.coeff 3 + 4 * J.coeff 4 * V, fun y => ?_⟩
  rw [Polynomial.eval_eq_sum_range' h5, Polynomial.eval_eq_sum_range' h5,
    Polynomial.eval_eq_sum_range' h3]
  simp only [Finset.sum_range_succ, Finset.sum_range_zero, Polynomial.coeff_derivative,
    zero_add, Nat.reduceAdd]
  push_cast
  ring

/-- The classical dc current for a characteristic of degree at most four. -/
theorem classicalCurrent_quartic (J : Polynomial ℝ) (hJ : J.natDegree ≤ 4) (V A : ℝ) :
    classicalCurrent J V A = J.eval V + (derivative (derivative J)).eval V * A ^ 2 / 4
      + 3 * J.coeff 4 * A ^ 4 / 8 := by
  obtain ⟨d₁, d₃, hT⟩ := bias_expansion J hJ V
  simp only [classicalCurrent, hT, mul_pow, ← mul_assoc]
  rw [cos_average]
  ring

/-- For a current-voltage characteristic of degree at most four, the Tien-Gordon current is
the classical period average plus a quantum correction from the quartic coefficient. -/
theorem tienGordon_quartic (J : Polynomial ℝ) (hJ : J.natDegree ≤ 4) (V a w : ℝ) :
    HasSum (fun n : ℤ => ‖sideband a n‖ ^ 2 * J.eval (V + n * w))
      (classicalCurrent J V (a * w) + J.coeff 4 * w ^ 4 * a ^ 2 / 2) := by
  obtain ⟨d₁, d₃, hT⟩ := bias_expansion J hJ V
  -- every power of the photon number is a combination of squares
  have hS := sideband_square_sum a
  have h := (((((hS 1 0 0).mul_left (J.eval V)).add
    (((hS 1 1 0).sub (hS 1 (-1) 0)).mul_left (d₁ * w / 4))).add
    ((hS 0 1 0).mul_left ((derivative (derivative J)).eval V / 2 * w ^ 2))).add
    (((hS 0 1 1).sub (hS 0 1 (-1))).mul_left (d₃ * w ^ 3 / 4))).add
    ((hS 0 0 1).mul_left (J.coeff 4 * w ^ 4))
  convert h using 1
  · rfl
  · funext n
    rw [hT]
    ring
  · rw [classicalCurrent_quartic J hJ]
    ring

/-- For a characteristic of degree at most three, the Tien-Gordon current and the classical
current both equal `J(V) + J''(V)(aw)²/4`. -/
theorem tienGordon_rectification (J : Polynomial ℝ) (hJ : J.natDegree ≤ 3) (V a w : ℝ) :
    HasSum (fun n : ℤ => ‖sideband a n‖ ^ 2 * J.eval (V + n * w))
        (J.eval V + (derivative (derivative J)).eval V * (a * w) ^ 2 / 4) ∧
      classicalCurrent J V (a * w)
        = J.eval V + (derivative (derivative J)).eval V * (a * w) ^ 2 / 4 := by
  have h4 : J.coeff 4 = 0 := Polynomial.coeff_eq_zero_of_natDegree_lt (by omega)
  have hc : classicalCurrent J V (a * w)
      = J.eval V + (derivative (derivative J)).eval V * (a * w) ^ 2 / 4 := by
    rw [classicalCurrent_quartic J (by omega), h4]
    ring
  have h := tienGordon_quartic J (by omega) V a w
  rw [h4, hc, zero_mul, zero_mul, zero_div, add_zero] at h
  exact ⟨h, hc⟩

/-- For a characteristic of degree exactly four, a nonzero drive and a nonzero photon
energy, the Tien-Gordon current differs from the classical one. -/
theorem quartic_not_classical (J : Polynomial ℝ) (hJ : J.natDegree = 4) (V a w : ℝ)
    (ha : a ≠ 0) (hw : w ≠ 0) :
    ∑' n : ℤ, ‖sideband a n‖ ^ 2 * J.eval (V + n * w) ≠ classicalCurrent J V (a * w) := by
  have h4 : J.coeff 4 ≠ 0 := by
    rw [← hJ]
    exact Polynomial.leadingCoeff_ne_zero.2 (by rintro rfl; simp at hJ)
  have hne : J.coeff 4 * w ^ 4 * a ^ 2 / 2 ≠ 0 :=
    div_ne_zero (mul_ne_zero (mul_ne_zero h4 (pow_ne_zero 4 hw)) (pow_ne_zero 2 ha)) two_ne_zero
  rw [(tienGordon_quartic J hJ.le V a w).tsum_eq]
  intro h
  exact hne (by linarith)

end

end TienGordonRectification
```

```lean
#print axioms TienGordonRectification.tienGordon_rectification
#print axioms TienGordonRectification.quartic_not_classical
```

```
'TienGordonRectification.tienGordon_rectification' depends on axioms: [propext, Classical.choice, Quot.sound]
'TienGordonRectification.quartic_not_classical' depends on axioms: [propext, Classical.choice, Quot.sound]
```

## Photon sidebands and the classical current

The ac voltage gives an electron the phase factor \(e^{-ia\sin\theta}\), which is `drivePhase a θ`. Its Fourier coefficient \(p_n\) is `sideband a n`, with \(n\) running over all integers. In terms of Bessel functions, \(|p_n|^2\) is the familiar weight \(J_n(a)^2\); in the code, however, `J` is always the current-voltage characteristic, and `I` is the imaginary unit, not a current. The letter `w` is a voltage, not an angular frequency.

`classicalCurrent J V A` is the period-averaged current of a junction that follows its dc curve instantaneously:
\[
\frac1{2\pi}\int_0^{2\pi}J(V+A\cos\theta)\,d\theta .
\]
The theorems use it with \(A=aw\).

The characteristic is a real polynomial, and `J.natDegree ≤ 4` bounds its degree. Writing \(c_4\) for its quartic coefficient `J.coeff 4`, the theorem `tienGordon_quartic` says that for all real \(V,a,w\)
\[
\sum_{n\in\mathbb Z}|p_n|^2J(V+nw)=\frac1{2\pi}\int_0^{2\pi}J(V+aw\cos\theta)\,d\theta+\frac{c_4w^4a^2}{2}.
\]
For degree at most three, `tienGordon_rectification` gives both currents the value
\[
J(V)+\tfrac14J''(V)(aw)^2 ,
\]
the current without the ac drive plus the rectified part. For degree exactly four with \(a\neq0\) and \(w\neq0\), `quartic_not_classical` says that the two currents differ. The difference is \(c_4w^2A^2/2\), which vanishes when the photon energy goes to zero at fixed ac amplitude \(A\).

The Tien–Gordon formula itself is the starting point: that a driven junction carries this current is physical input and is not derived from a Hamiltonian. The polynomial form is a further idealisation, because the sum samples \(J\) at arbitrarily large voltages, whereas a real curve is measured, and fitted by a polynomial, over a finite voltage range. In simulations of photon-assisted transport that use this formula with such a polynomial, the result supplies an exact value against which a truncated sideband sum can be compared.

## Moments of the photon number

Let \(f=e^{-ia\sin\theta}\), and apply \(-i\,d/d\theta\) twice:
\[
g=-if'=-a\cos\theta\,f,\qquad h=-ig'=(a^2\cos^2\theta-ia\sin\theta)f .
\]
These functions are periodic, so integration by parts has no boundary term, and each application of \(-i\,d/d\theta\) multiplies the \(n\)-th coefficient by \(n\):
\[
\frac1{2\pi}\int_0^{2\pi}e^{-in\theta}(-if')\,d\theta=\frac{n}{2\pi}\int_0^{2\pi}e^{-in\theta}f\,d\theta=n\,p_n .
\]
Hence, for real \(\alpha,\beta,\gamma\), the function \(\alpha f+\beta g+\gamma h\) has coefficients \((\alpha+\beta n+\gamma n^2)p_n\). Since \(|f|=1\), its squared modulus is
\[
(\alpha-\beta a\cos\theta+\gamma a^2\cos^2\theta)^2+\gamma^2a^2\sin^2\theta .
\]
Over a period, \(\cos\theta\) and \(\cos^3\theta\) average to zero, \(\cos^2\theta\) and \(\sin^2\theta\) to \(1/2\), and \(\cos^4\theta\) to \(3/8\). Parseval's identity then gives
\[
\sum_n(\alpha+\beta n+\gamma n^2)^2|p_n|^2=\alpha^2+(\beta^2+2\alpha\gamma)\frac{a^2}{2}+\gamma^2\Bigl(\frac{3a^4}{8}+\frac{a^2}{2}\Bigr).
\]

The choices \(1\), \(n\) and \(n^2\) for the polynomial being squared give the even moments. The odd ones follow from
\[
4n=(1+n)^2-(1-n)^2,\qquad 4n^3=(n+n^2)^2-(n-n^2)^2 ,
\]
where the right-hand sums cancel. Writing \(\langle n^k\rangle=\sum_n n^k|p_n|^2\),
\[
\langle1\rangle=1,\quad\langle n\rangle=0,\quad\langle n^2\rangle=\frac{a^2}{2},\quad\langle n^3\rangle=0,\quad\langle n^4\rangle=\frac{3a^4}{8}+\frac{a^2}{2}.
\]

Now expand the characteristic about the dc bias:
\[
J(V+y)=J(V)+d_1y+\tfrac12J''(V)y^2+d_3y^3+c_4y^4 ,
\]
where \(d_1,d_3\) depend on \(V\) but not on \(y\). Setting \(y=nw\) and inserting the moments gives the quantum current
\[
J(V)+\tfrac14J''(V)a^2w^2+c_4w^4\Bigl(\frac{3a^4}{8}+\frac{a^2}{2}\Bigr).
\]
Setting \(y=aw\cos\theta\) and averaging gives the classical one,
\[
J(V)+\tfrac14J''(V)a^2w^2+\frac{3c_4a^4w^4}{8}.
\]
Subtraction leaves \(c_4w^4a^2/2\). The second and third moments agree with those of a classical variable \(a\cos\theta\); the fourth has the extra \(a^2/2\).

## From Fourier coefficients to the current in Lean

`mode_ladder` is the integration by parts. It differentiates one product, \(e^{-in\theta}[(\beta+\gamma n)f+\gamma g]\), and integrates over the period; the endpoint hypotheses `pf` and `pg` remove the boundary terms for both derivatives at once.

`parseval` bounds a continuous function on the closed period, concludes that it is square integrable, and identifies `mode` with Mathlib's `fourierCoeffOn`. `cos_average` supplies an explicit antiderivative and evaluates it at the two endpoints.

`sideband_square_sum` combines these three lemmas. Its facts `df` and `dg` are the two derivatives above, and `hn` is the squared modulus rewritten as a polynomial in \(\cos\theta\).

`bias_expansion` proves the expansion about \(V\) by writing both sides out in the coefficients of \(J\), and `classicalCurrent_quartic` averages it. In `tienGordon_quartic`, the sums for the chosen squares are added with the weights of the expansion, and `ring` checks that the summands and the totals match. The last two theorems specialise to \(c_4=0\) and \(c_4\neq0\).

## How `HasSum` carries convergence through the algebra

`HasSum u s` says that the sums of `u` over finite sets of indices tend to `s` as those sets grow to include every index. Parseval's identity arrives in this form, and `HasSum.add`, `HasSum.sub` and `HasSum.mul_left` preserve it. The odd moments, whose terms change sign, therefore need no separate convergence estimate: they are differences of two convergent sums of squares.

This also matters for `quartic_not_classical`, which uses the infinite sum `∑'`. Lean assigns that expression the value zero when a series diverges, so the proof first replaces it by the limit established in `tienGordon_quartic`.

## Other periodic drive shapes

The same argument handles a bias \(V+A\,v(\theta)\) with \(v\) smooth, \(2\pi\)-periodic and of zero mean. Take \(f=e^{-ia\varphi}\) with \(\varphi'=v\), so that \(g=-av f\), and let \(p_n\) now be the coefficients of this \(f\). For such a drive \(|p_n|\) and \(|p_{-n}|\) can differ, and with this sign of the phase \(|p_n|^2\) is the weight of \(J(V-nw)\); for the cosine, and for the quadratic characteristic below, the sign makes no difference. Parseval's identity gives \(\langle n\rangle=0\) and \(\langle n^2\rangle=a^2\,\overline{v^2}\), where the bar is the period average. For a quadratic characteristic the Tien–Gordon current is then
\[
J(V)+\tfrac12J''(V)(aw)^2\,\overline{v^2},
\]
again the classical average. This version is a pen-and-paper extension of the checked cosine case.
